# At positive temperature, ideal mixing entropy plus a degree-n polynomial excess energy gives at most n spinodal points

Take a binary alloy at composition x, with temperature T > 0 in energy units and excess energy Ω x(1−x), where Ω is a constant interaction energy. This is the regular solution. With ideal mixing entropy, its free energy of mixing per atom, F, has second derivative

F''(x) = T/(x(1−x)) − 2Ω.

Multiplying by x(1−x) turns F'' = 0 into the quadratic equation T − 2Ω x(1−x) = 0, which has at most two solutions. For Ω > 2T there are exactly two, and they enclose one unstable interval. The same multiplication works for any polynomial excess energy E.

A Redlich–Kister fit writes E as x(1−x) times a polynomial in 1−2x. For such a fit of a binary alloy at fixed temperature, with ideal mixing entropy, the resulting bound limits how many separate unstable regions, where F'' < 0, the fit can produce, real or spurious. If the polynomial in 1−2x has degree m, then E has degree m+2 and there are at most (m+2)/2 such regions.

## Free energy and spinodal intervals

```lean
import Mathlib

open Polynomial Topology

namespace RedlichKisterSpinodal

noncomputable section

/-- Free energy of mixing of a binary alloy at composition `x` in `[0,1]`: ideal mixing entropy
at temperature `T` (in energy units) plus a polynomial excess energy `E`. -/
def freeEnergy (T : ℝ) (E : ℝ[X]) (x : ℝ) : ℝ :=
  T * (x * Real.log x + (1 - x) * Real.log (1 - x)) + E.eval x
```

`ℝ[X]` is the type of real polynomials, and `E.eval x` is the number E(x). The definition reads

F(x) = T(x ln x + (1−x) ln(1−x)) + E(x).

If the fitted coefficients depend on temperature, E is the polynomial at the chosen T.

```lean
/-- The curvature of the free energy: its second derivative in the composition,
for compositions strictly between 0 and 1. -/
def curvature (T : ℝ) (E : ℝ[X]) (x : ℝ) : ℝ := deriv (deriv (freeEnergy T E)) x
```

The curvature is the derivative of the derivative of F, not a formula entered by hand.

```lean
/-- The compositions strictly between 0 and 1 at which the curvature vanishes. -/
def spinodalPoints (T : ℝ) (E : ℝ[X]) : Set ℝ :=
  {x | x ∈ Set.Ioo (0 : ℝ) 1 ∧ curvature T E x = 0}
```

`Set.Ioo 0 1` is the open interval (0,1). Every zero of F'' there counts as a spinodal point, including one where F'' touches zero without changing sign.

```lean
/-- A spinodal interval inside `(0,1)`: the curvature is negative between `a` and `b`, and
is not negative at `a` and at `b`. -/
def IsSpinodalInterval (T : ℝ) (E : ℝ[X]) (a b : ℝ) : Prop :=
  0 < a ∧ a < b ∧ b < 1 ∧ (∀ x ∈ Set.Ioo a b, curvature T E x < 0) ∧
    0 ≤ curvature T E a ∧ 0 ≤ curvature T E b
```

F'' is negative between a and b, and non-negative at both ends. The end conditions make the interval a whole unstable region; without them, one region could be cut into arbitrarily many intervals.

```lean
/-- The stability polynomial `T + x (1 - x) E''(x)`. -/
def stabilityPoly (T : ℝ) (E : ℝ[X]) : ℝ[X] :=
  C T + X * (1 - X) * derivative (derivative E)
```

This is P(x) = T + x(1−x)E''(x), the general form of the quadratic above.

## Two derivatives and one multiplication

```lean
/-- The slope of the free energy at a composition strictly between 0 and 1. -/
theorem hasDerivAt_freeEnergy (T : ℝ) (E : ℝ[X]) {x : ℝ} (hx : x ∈ Set.Ioo (0 : ℝ) 1) :
    HasDerivAt (freeEnergy T E)
      (T * (Real.log x - Real.log (1 - x)) + (derivative E).eval x) x := by
  have hx1 : 1 - x ≠ 0 := (sub_pos.2 hx.2).ne'
  have h2 : HasDerivAt (fun y : ℝ => 1 - y) (-1) x := by
    simpa using (hasDerivAt_id x).const_sub 1
  have h3 : HasDerivAt (fun y : ℝ => (1 - y) * Real.log (1 - y))
      ((Real.log (1 - x) + 1) * (-1)) x := (Real.hasDerivAt_mul_log hx1).comp x h2
  have h := (((Real.hasDerivAt_mul_log hx.1.ne').fun_add h3).const_mul T).fun_add
    (E.hasDerivAt x)
  exact h.congr_deriv (by ring)
```

The hypothesis `hx` says that x lies in (0,1). By the product and chain rules, x ln x has derivative ln x + 1, and (1−x) ln(1−x) has derivative −ln(1−x) − 1. The constants cancel, which is the job of `ring`:

F'(x) = T(ln x − ln(1−x)) + E'(x).

```lean
/-- At a composition strictly between 0 and 1 the slope of the free energy is differentiable,
with derivative `T / (x (1 - x)) + E''(x)`. -/
theorem hasDerivAt_slope (T : ℝ) (E : ℝ[X]) {x : ℝ} (hx : x ∈ Set.Ioo (0 : ℝ) 1) :
    HasDerivAt (deriv (freeEnergy T E))
      (T / (x * (1 - x)) + (derivative (derivative E)).eval x) x := by
  have hx1 : 1 - x ≠ 0 := (sub_pos.2 hx.2).ne'
  have hev : deriv (freeEnergy T E) =ᶠ[𝓝 x]
      fun y => T * (Real.log y - Real.log (1 - y)) + (derivative E).eval y := by
    filter_upwards [Ioo_mem_nhds hx.1 hx.2] with y hy
    exact (hasDerivAt_freeEnergy T E hy).deriv
  have h2 : HasDerivAt (fun y : ℝ => 1 - y) (-1) x := by
    simpa using (hasDerivAt_id x).const_sub 1
  have h3 : HasDerivAt (fun y : ℝ => Real.log (1 - y)) ((1 - x)⁻¹ * (-1)) x :=
    (Real.hasDerivAt_log hx1).comp x h2
  have h := (((Real.hasDerivAt_log hx.1.ne').fun_sub h3).const_mul T).fun_add
    ((derivative E).hasDerivAt x)
  refine (h.congr_of_eventuallyEq hev).congr_deriv ?_
  have i1 := mul_inv_cancel₀ hx.1.ne'
  have i2 := mul_inv_cancel₀ hx1
  rw [div_eq_mul_inv, mul_inv]
  linear_combination (-T * (1 - x)⁻¹) * i1 - T * x⁻¹ * i2
```

Differentiating again gives

F''(x) = T(1/x + 1/(1−x)) + E''(x) = T/(x(1−x)) + E''(x).

To differentiate F', one needs its formula near x and not just at x; `hev` supplies this. The last line combines the two fractions. Since Lean's `deriv` returns 0 where no derivative exists, this theorem also ensures that a zero of `curvature` in (0,1) is a true zero of F''.

```lean
/-- Strictly between 0 and 1, the curvature times `x (1 - x)` is the stability polynomial. -/
theorem mul_curvature (T : ℝ) (E : ℝ[X]) {x : ℝ} (hx : x ∈ Set.Ioo (0 : ℝ) 1) :
    x * (1 - x) * curvature T E x = (stabilityPoly T E).eval x := by
  have hne : x * (1 - x) ≠ 0 := (mul_pos hx.1 (sub_pos.2 hx.2)).ne'
  have h : x * (1 - x) * (T / (x * (1 - x))) = T := by
    rw [div_eq_mul_inv, mul_left_comm, mul_inv_cancel₀ hne, mul_one]
  rw [curvature, (hasDerivAt_slope T E hx).deriv]
  simp only [stabilityPoly, eval_add, eval_mul, eval_sub, eval_C, eval_X, eval_one]
  linear_combination h
```

Multiplying by x(1−x) gives x(1−x)F''(x) = P(x). The factor is positive in (0,1), so F'' and P have the same sign and the same zeros there.

## Counting the zeros

```lean
/-- The degree of the stability polynomial does not exceed that of the excess energy. -/
theorem natDegree_stabilityPoly_le (T : ℝ) (E : ℝ[X]) :
    (stabilityPoly T E).natDegree ≤ E.natDegree := by
  have h1 := natDegree_derivative_le E
  have h2 := natDegree_derivative_le (derivative E)
  unfold stabilityPoly
  by_cases hn : E.natDegree < 2
  · rw [derivative_of_natDegree_zero (p := derivative E) (by omega), mul_zero, add_zero,
      natDegree_C]
    exact Nat.zero_le _
  · have h3 : (X * (1 - X) : ℝ[X]).natDegree ≤ 2 := by compute_degree
    have h4 := natDegree_mul_le (p := (X * (1 - X) : ℝ[X])) (q := derivative (derivative E))
    refine (natDegree_add_le _ _).trans (max_le ?_ (by omega))
    rw [natDegree_C]
    exact Nat.zero_le _
```

Let n be the degree of E. If n < 2, then E'' = 0 and P is the constant T. Otherwise E'' has degree at most n−2, and the factor x(1−x) adds two, so P has degree at most n.

It is a mistake to read the bound n−2 off E'' alone: for the regular solution E'' is constant, yet there can be two spinodal points.

```lean
/-- At positive temperature the number of spinodal points is at most the degree of the
polynomial excess energy. -/
theorem encard_spinodalPoints_le {T : ℝ} (hT : 0 < T) (E : ℝ[X]) :
    (spinodalPoints T E).encard ≤ E.natDegree := by
  -- the stability polynomial equals T at x = 0, so it is not the zero polynomial
  have hne : stabilityPoly T E ≠ 0 := by
    intro h
    have h0 := congrArg (eval 0) h
    simp [stabilityPoly] at h0
    exact hT.ne' h0
  have hsub : spinodalPoints T E ⊆ ↑(stabilityPoly T E).roots.toFinset := by
    rintro x ⟨hx, h0⟩
    have h := mul_curvature T E hx
    rw [h0, mul_zero] at h
    exact Finset.mem_coe.2 (Multiset.mem_toFinset.2 ((mem_roots hne).2 h.symm))
  refine (Set.encard_mono hsub).trans ?_
  rw [Set.encard_coe_eq_coe_finsetCard]
  exact_mod_cast (Multiset.toFinset_card_le _).trans
    ((card_roots' _).trans (natDegree_stabilityPoly_le T E))
```

Since P(0) = T ≠ 0, P is not the zero polynomial (`hne`) and has at most n roots. Every spinodal point is one of them (`hsub`). `encard` is a cardinality that may be infinite, so the bound includes finiteness. At T = 0 with E = 0, by contrast, every composition has zero curvature.

```lean
/-- Both ends of a spinodal interval are spinodal points. -/
theorem IsSpinodalInterval.endpoints {T : ℝ} {E : ℝ[X]} {a b : ℝ}
    (h : IsSpinodalInterval T E a b) : a ∈ spinodalPoints T E ∧ b ∈ spinodalPoints T E := by
  obtain ⟨ha, hab, hb, hneg, ha0, hb0⟩ := h
  have hsub : Set.Ioo a b ⊆ {x : ℝ | (stabilityPoly T E).eval x ≤ 0} := by
    intro x hx
    have hx' : x ∈ Set.Ioo (0 : ℝ) 1 := ⟨ha.trans hx.1, hx.2.trans hb⟩
    change (stabilityPoly T E).eval x ≤ 0
    rw [← mul_curvature T E hx']
    exact (mul_neg_of_pos_of_neg (mul_pos hx'.1 (sub_pos.2 hx'.2)) (hneg x hx)).le
  -- by continuity the stability polynomial is also at most 0 at the ends
  have hcl := closure_minimal hsub (isClosed_le (stabilityPoly T E).continuous continuous_const)
  rw [closure_Ioo hab.ne] at hcl
  have key : ∀ x ∈ Set.Icc a b, 0 ≤ curvature T E x → x ∈ spinodalPoints T E := by
    intro x hx h0
    have hx' : x ∈ Set.Ioo (0 : ℝ) 1 := ⟨ha.trans_le hx.1, hx.2.trans_lt hb⟩
    have h1 : (stabilityPoly T E).eval x ≤ 0 := hcl hx
    rw [← mul_curvature T E hx'] at h1
    refine ⟨hx', le_antisymm (not_lt.1 fun hpos => ?_) h0⟩
    exact absurd (mul_pos (mul_pos hx'.1 (sub_pos.2 hx'.2)) hpos) (not_lt.2 h1)
  exact ⟨key a ⟨le_rfl, hab.le⟩ ha0, key b ⟨hab.le, le_rfl⟩ hb0⟩
```

Inside the interval F'' < 0, so P < 0. By continuity P ≤ 0 at a and b, hence F'' ≤ 0 there. The definition gives F'' ≥ 0 at the same points, so F'' = 0. In Lean, continuity enters as the closedness of the set where P ≤ 0.

```lean
/-- At positive temperature, `k` spinodal intervals inside `(0,1)` that are disjoint together
with their endpoints require an excess energy of degree at least `2k`. -/
theorem two_mul_le_natDegree {T : ℝ} (hT : 0 < T) (E : ℝ[X]) {k : ℕ} (a b : Fin k → ℝ)
    (hI : ∀ i, IsSpinodalInterval T E (a i) (b i))
    (hd : ∀ i j, i ≠ j → Disjoint (Set.Icc (a i) (b i)) (Set.Icc (a j) (b j))) :
    2 * k ≤ E.natDegree := by
  have hab : ∀ i, a i < b i := fun i => (hI i).2.1
  have same : ∀ i j x, x ∈ Set.Icc (a i) (b i) → x ∈ Set.Icc (a j) (b j) → i = j := by
    intro i j x hi hj
    by_contra hne
    exact Set.disjoint_left.1 (hd i j hne) hi hj
  have ma : ∀ i, a i ∈ Set.Icc (a i) (b i) := fun i => ⟨le_rfl, (hab i).le⟩
  have mb : ∀ i, b i ∈ Set.Icc (a i) (b i) := fun i => ⟨(hab i).le, le_rfl⟩
  -- the 2k endpoints are all different
  have hinj : Function.Injective (Sum.elim a b) := by
    rintro (i | i) (j | j) h
    · have h' : a i = a j := h
      exact congrArg Sum.inl (same i j (a i) (ma i) (h'.symm ▸ ma j))
    · have h' : a i = b j := h
      have hij := same i j (a i) (ma i) (h'.symm ▸ mb j)
      subst hij
      exact absurd h' (hab i).ne
    · have h' : b i = a j := h
      have hij := same i j (b i) (mb i) (h'.symm ▸ ma j)
      subst hij
      exact absurd h' (hab i).ne'
    · have h' : b i = b j := h
      exact congrArg Sum.inr (same i j (b i) (mb i) (h'.symm ▸ mb j))
  have hsub : (↑(Finset.univ.image (Sum.elim a b)) : Set ℝ) ⊆ spinodalPoints T E := by
    intro x hx
    obtain ⟨i | i, -, rfl⟩ := Finset.mem_image.1 (Finset.mem_coe.1 hx)
    · exact (hI i).endpoints.1
    · exact (hI i).endpoints.2
  have h := (Set.encard_mono hsub).trans (encard_spinodalPoints_le hT E)
  rw [Set.encard_coe_eq_coe_finsetCard, Finset.card_image_of_injective _ hinj,
    Finset.card_univ, Fintype.card_sum, Fintype.card_fin] at h
  have h' : k + k ≤ E.natDegree := by exact_mod_cast h
  omega
```

`Fin k` labels the k intervals, and `hd` says that the closed intervals [a i, b i] are pairwise disjoint, so two regions sharing an endpoint do not qualify. All 2k endpoints are then different: `hinj` checks this by comparing left and right ends in four cases. They are all spinodal points, so 2k ≤ n. This is a necessary condition on the degree; a high-degree fit need not have many unstable regions.

## Back to the regular solution

```lean
/-- For the regular solution, with excess energy `Ω x (1 - x)`, the curvature vanishes at a
composition strictly between 0 and 1 exactly when `2 Ω x (1 - x) = T`. -/
theorem regularSolution_spinodal (T Ω : ℝ) {x : ℝ} (hx : x ∈ Set.Ioo (0 : ℝ) 1) :
    curvature T (C Ω * (X * (1 - X))) x = 0 ↔ 2 * Ω * (x * (1 - x)) = T := by
  have h : x * (1 - x) * curvature T (C Ω * (X * (1 - X))) x
      = T - 2 * Ω * (x * (1 - x)) := by
    rw [mul_curvature T _ hx]
    simp only [stabilityPoly, derivative_mul, derivative_add, derivative_sub, derivative_C,
      derivative_X, derivative_one, derivative_zero, eval_add, eval_mul, eval_sub, eval_C,
      eval_X, eval_one, eval_zero]
    ring
  constructor
  · intro h0
    rw [h0, mul_zero] at h
    linarith
  · intro h0
    exact (mul_eq_zero.1 (h.trans (by linarith))).resolve_left
      (mul_pos hx.1 (sub_pos.2 hx.2)).ne'

end

end RedlichKisterSpinodal
```

With E = Ω x(1−x), E'' = −2Ω and P(x) = T − 2Ω x(1−x). Dividing out the positive factor x(1−x) gives the opening condition:

F''(x) = 0 exactly when 2Ω x(1−x) = T.

```lean
#print axioms RedlichKisterSpinodal.encard_spinodalPoints_le
#print axioms RedlichKisterSpinodal.two_mul_le_natDegree
#print axioms RedlichKisterSpinodal.regularSolution_spinodal
```

```
'RedlichKisterSpinodal.encard_spinodalPoints_le' depends on axioms: [propext, Classical.choice, Quot.sound]
'RedlichKisterSpinodal.two_mul_le_natDegree' depends on axioms: [propext, Classical.choice, Quot.sound]
'RedlichKisterSpinodal.regularSolution_spinodal' depends on axioms: [propext, Classical.choice, Quot.sound]
```
